# The primitive Trotter splitting gives the partition function with an error of at most C/n²

For complex square matrices A and B of the same finite size and a real step t, the primitive Trotter step is P(t) = exp(tA) exp(tB) and the symmetric one is S(t) = exp(tA/2) exp(tB) exp(tA/2). The norm ‖·‖ of a matrix is its largest absolute row sum, and that of a complex number is its absolute value.

In Lean 4 with Mathlib:

```lean
import Mathlib

open Matrix
open scoped Matrix.Norms.Operator

namespace TrotterTrace

noncomputable section

variable {ι : Type*} [Fintype ι] [DecidableEq ι]

/-- The primitive (asymmetric) Trotter step `exp(tA) exp(tB)`. -/
def primitiveStep (A B : Matrix ι ι ℂ) (t : ℝ) : Matrix ι ι ℂ :=
  NormedSpace.exp (t • A) * NormedSpace.exp (t • B)

/-- The symmetric Trotter step `exp(tA/2) exp(tB) exp(tA/2)`. -/
def symmetricStep (A B : Matrix ι ι ℂ) (t : ℝ) : Matrix ι ι ℂ :=
  NormedSpace.exp ((t / 2) • A) * NormedSpace.exp (t • B) * NormedSpace.exp ((t / 2) • A)

/-- The propagator `f` agrees with `1 + t b + t² c` up to an error of order `t³`,
uniformly for step sizes between 0 and 1. -/
def HasQuadraticExpansion (f : ℝ → Matrix ι ι ℂ) (b c : Matrix ι ι ℂ) : Prop :=
  ∃ K : ℝ, 0 ≤ K ∧ ∀ t ∈ Set.Icc (0 : ℝ) 1, ‖f t - (1 + t • b + t ^ 2 • c)‖ ≤ K * t ^ 3

/-- A matrix function that starts at zero and whose rate of change is at most `K t^k`
is itself at most `K t^(k+1)` on the unit interval. -/
theorem norm_le_of_deriv {f f' : ℝ → Matrix ι ι ℂ} {K : ℝ} {k : ℕ} (hK : 0 ≤ K)
    (hf : ∀ t, HasDerivAt f (f' t) t) (h0 : f 0 = 0)
    (hb : ∀ t ∈ Set.Icc (0 : ℝ) 1, ‖f' t‖ ≤ K * t ^ k) :
    ∀ t ∈ Set.Icc (0 : ℝ) 1, ‖f t‖ ≤ K * t ^ (k + 1) := by
  intro t ht
  have h := Convex.norm_image_sub_le_of_norm_hasDerivWithin_le (f := f) (f' := f')
    (C := K * t ^ k) (s := Set.Icc 0 t) (fun s _ => (hf s).hasDerivWithinAt)
    (fun s hs => (hb s ⟨hs.1, hs.2.trans ht.2⟩).trans
      (mul_le_mul_of_nonneg_left (pow_le_pow_left₀ hs.1 hs.2 k) hK))
    (convex_Icc 0 t) (Set.left_mem_Icc.2 ht.1) (Set.right_mem_Icc.2 ht.1)
  rw [h0, sub_zero, sub_zero, Real.norm_of_nonneg ht.1] at h
  exact h.trans (le_of_eq (by ring))

/-- The propagator `exp(tX)` has the quadratic expansion `1 + tX + t²X²/2`. -/
theorem exp_expansion (X : Matrix ι ι ℂ) :
    HasQuadraticExpansion (fun t => NormedSpace.exp (t • X)) X ((1 / 2 : ℝ) • (X * X)) := by
  have hd : ∀ t : ℝ, HasDerivAt (fun s : ℝ => NormedSpace.exp (s • X))
      (NormedSpace.exp (t • X) * X) t := fun t => hasDerivAt_exp_smul_const X t
  have hc : Continuous (fun s : ℝ => NormedSpace.exp (s • X) * X) :=
    (continuous_iff_continuousAt.2 fun t => (hd t).continuousAt).mul continuous_const
  obtain ⟨C, hC⟩ := (isCompact_Icc (a := (0 : ℝ)) (b := 1)).exists_bound_of_continuousOn
    hc.continuousOn
  have hC0 : 0 ≤ C := (norm_nonneg _).trans (hC 0 ⟨le_rfl, zero_le_one⟩)
  -- integrate the differential equation three times, gaining one power of t each time
  have h1 : ∀ t ∈ Set.Icc (0 : ℝ) 1, ‖NormedSpace.exp (t • X) - 1‖ ≤ C * t ^ (0 + 1) :=
    norm_le_of_deriv hC0 (fun t => (hd t).sub_const 1) (by simp)
      (fun t ht => by rw [pow_zero, mul_one]; exact hC t ht)
  have h2 : ∀ t ∈ Set.Icc (0 : ℝ) 1,
      ‖NormedSpace.exp (t • X) - 1 - t • X‖ ≤ C * ‖X‖ * t ^ (1 + 1) := by
    refine norm_le_of_deriv (f' := fun t => (NormedSpace.exp (t • X) - 1) * X)
      (by positivity) (fun t => ?_) (by simp) (fun t ht => ?_)
    · refine (((hd t).sub_const 1).fun_sub ((hasDerivAt_id' t).smul_const X)).congr_deriv ?_
      rw [sub_mul, one_mul, one_smul]
    · refine (norm_mul_le _ _).trans ?_
      have := mul_le_mul_of_nonneg_right (h1 t ht) (norm_nonneg X)
      exact this.trans (le_of_eq (by ring))
  have h3 : ∀ t ∈ Set.Icc (0 : ℝ) 1,
      ‖NormedSpace.exp (t • X) - 1 - t • X - t ^ 2 • ((1 / 2 : ℝ) • (X * X))‖
        ≤ C * ‖X‖ * ‖X‖ * t ^ (2 + 1) := by
    refine norm_le_of_deriv (f' := fun t => (NormedSpace.exp (t • X) - 1 - t • X) * X)
      (by positivity) (fun t => ?_) (by simp) (fun t ht => ?_)
    · have hp : HasDerivAt (fun s : ℝ => s ^ 2) (2 * t) t := by simpa using hasDerivAt_pow 2 t
      refine ((((hd t).sub_const 1).fun_sub ((hasDerivAt_id' t).smul_const X)).fun_sub
        (hp.smul_const ((1 / 2 : ℝ) • (X * X)))).congr_deriv ?_
      rw [sub_mul, sub_mul, one_mul, smul_mul_assoc]
      module
    · refine (norm_mul_le _ _).trans ?_
      have := mul_le_mul_of_nonneg_right (h2 t ht) (norm_nonneg X)
      exact this.trans (le_of_eq (by ring))
  refine ⟨C * ‖X‖ * ‖X‖, by positivity, fun t ht => ?_⟩
  simpa only [sub_sub, add_assoc] using h3 t ht

/-- Quadratic expansions of two matrix functions, the second of them continuous, multiply like power
series truncated after the second order. -/
theorem HasQuadraticExpansion.mul {f g : ℝ → Matrix ι ι ℂ} {b c b' c' : Matrix ι ι ℂ}
    (hf : HasQuadraticExpansion f b c) (hg : HasQuadraticExpansion g b' c')
    (hgc : Continuous g) :
    HasQuadraticExpansion (fun t => f t * g t) (b + b') (c + b * b' + c') := by
  obtain ⟨K, hK, hf⟩ := hf
  obtain ⟨L, hL, hg⟩ := hg
  have bound : ∀ u : ℝ → Matrix ι ι ℂ, Continuous u →
      ∃ C : ℝ, 0 ≤ C ∧ ∀ t ∈ Set.Icc (0 : ℝ) 1, ‖u t‖ ≤ C := fun u hu => by
    obtain ⟨C, hC⟩ := (isCompact_Icc (a := (0 : ℝ)) (b := 1)).exists_bound_of_continuousOn
      hu.continuousOn
    exact ⟨C, (norm_nonneg _).trans (hC 0 ⟨le_rfl, zero_le_one⟩), hC⟩
  obtain ⟨G, hG0, hG⟩ := bound g hgc
  obtain ⟨P, hP0, hP⟩ := bound (fun t => 1 + t • b + t ^ 2 • c) (by fun_prop)
  obtain ⟨Q, hQ0, hQ⟩ := bound (fun t => b * c' + c * b' + t • (c * c')) (by fun_prop)
  refine ⟨K * G + P * L + Q, by positivity, fun t ht => ?_⟩
  have ht0 : 0 ≤ t := ht.1
  have e : f t * g t - (1 + t • (b + b') + t ^ 2 • (c + b * b' + c'))
      = (f t - (1 + t • b + t ^ 2 • c)) * g t
        + (1 + t • b + t ^ 2 • c) * (g t - (1 + t • b' + t ^ 2 • c'))
        + t ^ 3 • (b * c' + c * b' + t • (c * c')) := by
    simp only [mul_add, add_mul, mul_sub, sub_mul, smul_mul_assoc, mul_smul_comm,
      one_mul, mul_one]
    module
  have h1 := (norm_mul_le (f t - (1 + t • b + t ^ 2 • c)) (g t)).trans
    (mul_le_mul (hf t ht) (hG t ht) (norm_nonneg _) (by positivity))
  have h2 := (norm_mul_le (1 + t • b + t ^ 2 • c) (g t - (1 + t • b' + t ^ 2 • c'))).trans
    (mul_le_mul (hP t ht) (hg t ht) (norm_nonneg _) hP0)
  have h3 : ‖t ^ 3 • (b * c' + c * b' + t • (c * c'))‖ ≤ t ^ 3 * Q := by
    rw [norm_smul, Real.norm_of_nonneg (by positivity)]
    exact mul_le_mul_of_nonneg_left (hQ t ht) (by positivity)
  show ‖f t * g t - _‖ ≤ _
  rw [e]
  refine norm_add₃_le.trans ((add_le_add (add_le_add h1 h2) h3).trans (le_of_eq (by ring)))

/-- The symmetric step has the quadratic expansion `1 + t(A+B) + t²(A+B)²/2`. -/
theorem symmetricStep_expansion (A B : Matrix ι ι ℂ) :
    HasQuadraticExpansion (symmetricStep A B) (A + B)
      ((1 / 2 : ℝ) • ((A + B) * (A + B))) := by
  have hc : ∀ X : Matrix ι ι ℂ, Continuous (fun t : ℝ => NormedSpace.exp (t • X)) :=
    fun X => continuous_iff_continuousAt.2 fun t =>
      (hasDerivAt_exp_smul_const X t).continuousAt
  have h := ((exp_expansion ((1 / 2 : ℝ) • A)).mul (exp_expansion B) (hc B)).mul
    (exp_expansion ((1 / 2 : ℝ) • A)) (hc _)
  convert h using 1
  · funext t
    have e : (t / 2) • A = t • ((1 / 2 : ℝ) • A) := by module
    simp only [symmetricStep, e]
  · module
  · simp only [mul_add, add_mul, smul_mul_assoc, mul_smul_comm]
    module

/-- Two steps within `δ` of the identity and within `ε` of each other stay within
`k ε ‖1‖ (1+δ)^k` of each other after `k` repetitions. -/
theorem norm_pow_sub_pow_le {X Y : Matrix ι ι ℂ} {δ ε : ℝ} (hX : ‖X - 1‖ ≤ δ)
    (hY : ‖Y - 1‖ ≤ δ) (hXY : ‖X - Y‖ ≤ ε) (k : ℕ) :
    ‖X ^ k - Y ^ k‖ ≤ k * ε * ‖(1 : Matrix ι ι ℂ)‖ * (1 + δ) ^ k := by
  have hδ : 0 ≤ δ := (norm_nonneg _).trans hX
  have hε : 0 ≤ ε := (norm_nonneg _).trans hXY
  -- multiplication by a near-identity step enlarges a norm by a factor of at most 1 + δ
  have grow : ∀ Z W : Matrix ι ι ℂ, ‖W - 1‖ ≤ δ → ‖Z * W‖ ≤ ‖Z‖ * (1 + δ) := by
    intro Z W hW
    have e : Z * W = Z + Z * (W - 1) := by noncomm_ring
    rw [e, mul_add, mul_one]
    exact (norm_add_le _ _).trans (add_le_add le_rfl ((norm_mul_le _ _).trans
      (mul_le_mul_of_nonneg_left hW (norm_nonneg _))))
  have hpow : ∀ j : ℕ, ‖X ^ j‖ ≤ ‖(1 : Matrix ι ι ℂ)‖ * (1 + δ) ^ j := by
    intro j
    induction j with
    | zero => simp
    | succ j ih =>
      rw [pow_succ, pow_succ, ← mul_assoc]
      exact (grow _ _ hX).trans (mul_le_mul_of_nonneg_right ih (by positivity))
  induction k with
  | zero => simp
  | succ k ih =>
    have e : X ^ (k + 1) - Y ^ (k + 1) = X ^ k * (X - Y) + (X ^ k - Y ^ k) * Y := by
      rw [pow_succ, pow_succ, mul_sub, sub_mul]; abel
    have h1 := (norm_mul_le (X ^ k) (X - Y)).trans
      (mul_le_mul (hpow k) hXY (norm_nonneg _) (by positivity))
    have h2 := (grow (X ^ k - Y ^ k) Y hY).trans
      (mul_le_mul_of_nonneg_right ih (by positivity))
    have h3 : 0 ≤ ‖(1 : Matrix ι ι ℂ)‖ * (1 + δ) ^ k * ε * δ := by positivity
    rw [e]
    refine (norm_add_le _ _).trans ((add_le_add h1 h2).trans ?_)
    push_cast
    rw [pow_succ]
    linarith

/-- The symmetric Trotter product with `n` steps approximates `exp(A+B)` in norm
with an error of at most `C/n²`. -/
theorem symmetric_norm_error (A B : Matrix ι ι ℂ) :
    ∃ C : ℝ, 0 ≤ C ∧ ∀ n : ℕ, 1 ≤ n →
      ‖symmetricStep A B (1 / n) ^ n - NormedSpace.exp (A + B)‖ ≤ C / n ^ 2 := by
  have near : ∀ (f : ℝ → Matrix ι ι ℂ) (b c : Matrix ι ι ℂ), HasQuadraticExpansion f b c →
      ∃ d : ℝ, 0 ≤ d ∧ ∀ t ∈ Set.Icc (0 : ℝ) 1, ‖f t - 1‖ ≤ d * t := by
    rintro f b c ⟨K, hK, h⟩
    refine ⟨K + ‖b‖ + ‖c‖, by positivity, fun t ht => ?_⟩
    have ht0 : 0 ≤ t := ht.1
    have e : f t - 1 = (f t - (1 + t • b + t ^ 2 • c)) + t • b + t ^ 2 • c := by abel
    have t2 : t ^ 2 ≤ t := by nlinarith [ht.2]
    have t3 : t ^ 3 ≤ t := by nlinarith [ht.2, mul_le_mul_of_nonneg_left t2 ht0]
    rw [e]
    refine norm_add₃_le.trans ?_
    rw [norm_smul, norm_smul, Real.norm_of_nonneg ht0, Real.norm_of_nonneg (sq_nonneg t)]
    have h1 := mul_le_mul_of_nonneg_left t3 hK
    have h2 := mul_le_mul_of_nonneg_right t2 (norm_nonneg c)
    linarith [h t ht]
  have hS := symmetricStep_expansion A B
  have hE := exp_expansion (A + B)
  obtain ⟨d, hd, hSd⟩ := near _ _ _ hS
  obtain ⟨d', hd', hEd⟩ := near _ _ _ hE
  obtain ⟨K, hK, hS⟩ := hS
  obtain ⟨L, hL, hE⟩ := hE
  refine ⟨(K + L) * ‖(1 : Matrix ι ι ℂ)‖ * Real.exp (d + d'), by positivity, fun n hn => ?_⟩
  have hn0 : (0 : ℝ) < n := by exact_mod_cast hn
  have hn1 : (1 : ℝ) ≤ n := by exact_mod_cast hn
  have ht : (1 / n : ℝ) ∈ Set.Icc (0 : ℝ) 1 :=
    ⟨by positivity, by rw [div_le_one hn0]; exact hn1⟩
  have ht0 := ht.1
  -- the exact propagator is the n-th power of its own short-time version
  have hexp : NormedSpace.exp (A + B) = NormedSpace.exp ((1 / n : ℝ) • (A + B)) ^ n := by
    rw [← Matrix.exp_nsmul, ← Nat.cast_smul_eq_nsmul ℝ, smul_smul,
      mul_one_div_cancel hn0.ne', one_smul]
  have hloc : ‖symmetricStep A B (1 / n) - NormedSpace.exp ((1 / n : ℝ) • (A + B))‖
      ≤ (K + L) * (1 / n : ℝ) ^ 3 := by
    rw [← sub_sub_sub_cancel_right _ _ (1 + (1 / n : ℝ) • (A + B)
      + (1 / n : ℝ) ^ 2 • ((1 / 2 : ℝ) • ((A + B) * (A + B))))]
    exact (norm_sub_le _ _).trans ((add_le_add (hS _ ht) (hE _ ht)).trans
      (le_of_eq (by ring)))
  have h := norm_pow_sub_pow_le (δ := (d + d') * (1 / n : ℝ))
    ((hSd _ ht).trans (mul_le_mul_of_nonneg_right (by linarith) ht0))
    ((hEd _ ht).trans (mul_le_mul_of_nonneg_right (by linarith) ht0)) hloc n
  have hg : (1 + (d + d') * (1 / n : ℝ)) ^ n ≤ Real.exp (d + d') := by
    have h1 : 1 + (d + d') * (1 / n : ℝ) ≤ Real.exp ((d + d') * (1 / n : ℝ)) := by
      linarith [Real.add_one_le_exp ((d + d') * (1 / n : ℝ))]
    refine (pow_le_pow_left₀ (by positivity) h1 n).trans (le_of_eq ?_)
    rw [← Real.exp_nat_mul]
    congr 1
    field_simp
  rw [hexp]
  refine h.trans ((mul_le_mul_of_nonneg_left hg (by positivity)).trans (le_of_eq ?_))
  field_simp

/-- For an observable `O` commuting with `A`, the primitive and the symmetric Trotter
products give the same trace, for every step size and number of steps. -/
theorem trace_primitive_eq_symmetric {O A : Matrix ι ι ℂ} (B : Matrix ι ι ℂ)
    (hO : Commute O A) (t : ℝ) (n : ℕ) :
    trace (O * primitiveStep A B t ^ n) = trace (O * symmetricStep A B t ^ n) := by
  set a := NormedSpace.exp ((t / 2) • A) with ha
  set a' := NormedSpace.exp (-((t / 2) • A)) with ha'
  have haa : NormedSpace.exp (t • A) = a * a := by
    rw [ha, ← Matrix.exp_add_of_commute _ _ (Commute.refl _)]
    congr 1
    module
  have hinv : a * a' = 1 := by
    have hcomm : Commute ((t / 2) • A) (-((t / 2) • A)) :=
      (Commute.refl ((t / 2) • A)).neg_right
    rw [ha, ha', ← Matrix.exp_add_of_commute _ _ hcomm, add_neg_cancel, NormedSpace.exp_zero]
  have hinv' : a' * a = 1 := mul_eq_one_comm.1 hinv
  have hOa : O * a = a * O := ((hO.smul_right (t / 2)).exp_right).eq
  -- the two steps are similar through the half step a
  have hs : SemiconjBy a (symmetricStep A B t) (primitiveStep A B t) := by
    show a * (a * _ * a) = NormedSpace.exp (t • A) * _ * a
    rw [haa]
    simp only [mul_assoc]
  have hp : a * symmetricStep A B t ^ n = primitiveStep A B t ^ n * a := (hs.pow_right n).eq
  calc trace (O * primitiveStep A B t ^ n)
      = trace (O * (primitiveStep A B t ^ n * a) * a') := by
        rw [mul_assoc, mul_assoc, hinv, mul_one]
    _ = trace (a' * (O * a * symmetricStep A B t ^ n)) := by
        rw [← hp, Matrix.trace_mul_comm, ← mul_assoc O]
    _ = trace (O * symmetricStep A B t ^ n) := by
        rw [hOa, mul_assoc a, ← mul_assoc a', hinv', one_mul]

/-- For an observable `O` commuting with `A`, the primitive Trotter product gives the same
trace as the symmetric one, and its error against `tr(O exp(A+B))` is at most `C/n²`. -/
theorem observable_second_order {O A : Matrix ι ι ℂ} (B : Matrix ι ι ℂ) (hO : Commute O A) :
    ∃ C : ℝ, ∀ n : ℕ, 1 ≤ n →
      trace (O * primitiveStep A B (1 / n) ^ n) = trace (O * symmetricStep A B (1 / n) ^ n) ∧
      ‖trace (O * primitiveStep A B (1 / n) ^ n) - trace (O * NormedSpace.exp (A + B))‖
        ≤ C / n ^ 2 := by
  obtain ⟨C, _, h⟩ := symmetric_norm_error A B
  -- each diagonal entry, hence the trace, is bounded by a multiple of the norm
  obtain ⟨c, hc, hT⟩ : ∃ c : ℝ, 0 ≤ c ∧ ∀ M : Matrix ι ι ℂ, ‖trace M‖ ≤ c * ‖M‖ := by
    refine ⟨∑ i : ι, ‖(Pi.single i 1 : ι → ℂ)‖,
      Finset.sum_nonneg fun i _ => norm_nonneg _, fun M => ?_⟩
    rw [Finset.sum_mul]
    refine (norm_sum_le _ _).trans (Finset.sum_le_sum fun i _ => ?_)
    have e : (M *ᵥ (Pi.single i 1 : ι → ℂ)) i = M i i := by simp
    have h1 := norm_le_pi_norm (M *ᵥ (Pi.single i 1 : ι → ℂ)) i
    rw [e] at h1
    have h2 := Matrix.linfty_opNorm_mulVec M (Pi.single i 1 : ι → ℂ)
    exact (h1.trans h2).trans (le_of_eq (mul_comm _ _))
  refine ⟨c * (‖O‖ * C), fun n hn => ⟨trace_primitive_eq_symmetric B hO _ n, ?_⟩⟩
  rw [trace_primitive_eq_symmetric B hO, ← Matrix.trace_sub, ← mul_sub]
  refine (hT _).trans ?_
  rw [mul_div_assoc, mul_div_assoc]
  exact mul_le_mul_of_nonneg_left ((norm_mul_le _ _).trans
    (mul_le_mul_of_nonneg_left (h n hn) (norm_nonneg _))) hc

/-- The partition function of the primitive Trotter product equals that of the symmetric one,
and differs from `tr exp(A+B)` by at most `C/n²`. -/
theorem partition_function_second_order (A B : Matrix ι ι ℂ) :
    ∃ C : ℝ, ∀ n : ℕ, 1 ≤ n →
      trace (primitiveStep A B (1 / n) ^ n) = trace (symmetricStep A B (1 / n) ^ n) ∧
      ‖trace (primitiveStep A B (1 / n) ^ n) - trace (NormedSpace.exp (A + B))‖
        ≤ C / n ^ 2 := by
  simpa only [one_mul] using observable_second_order B (Commute.one_left A)

/-- The observable `diag(1,-1)` commutes with `A = diag(2,3)` but not with the spin flip `B`,
and `A` and `B` do not commute. -/
theorem observable_witness :
    Commute (!![1, 0; 0, -1] : Matrix (Fin 2) (Fin 2) ℂ) !![2, 0; 0, 3] ∧
    ¬ Commute (!![1, 0; 0, -1] : Matrix (Fin 2) (Fin 2) ℂ) !![0, 1; 1, 0] ∧
    ¬ Commute (!![2, 0; 0, 3] : Matrix (Fin 2) (Fin 2) ℂ) !![0, 1; 1, 0] := by
  refine ⟨?_, fun h => ?_, fun h => ?_⟩
  · show _ * _ = _ * _
    ext i j
    fin_cases i <;> fin_cases j <;> simp [Matrix.mul_apply, Fin.sum_univ_succ]
  · have h01 := congrFun (congrFun h.eq 0) 1
    norm_num [Matrix.mul_apply, Fin.sum_univ_succ] at h01
  · have h01 := congrFun (congrFun h.eq 0) 1
    norm_num [Matrix.mul_apply, Fin.sum_univ_succ] at h01

end

end TrotterTrace
```

```lean
#print axioms TrotterTrace.partition_function_second_order
-- 'TrotterTrace.partition_function_second_order' depends on axioms: [propext, Classical.choice, Quot.sound]
```

## Two equal traces and one error bound

`partition_function_second_order` says that for given A and B there is a constant C such that, for every integer n ≥ 1,

tr P(1/n)ⁿ = tr S(1/n)ⁿ

|tr P(1/n)ⁿ − tr exp(A+B)| ≤ C/n².

`observable_second_order` says the same with a matrix O inserted in each trace, provided that O commutes with A (`Commute O A`). C may depend on A, B and O but not on n; the statement gives no value for it.

For a Hamiltonian H = K + V at inverse temperature β, set A = −βK and B = −βV. Then tr exp(A+B) is the partition function, and n counts imaginary-time slices. The index type `ι` labels a finite basis, so unbounded operators are not covered. Hermiticity is not assumed. The traces with O are unnormalised: a thermal average is their ratio to the partition function, and the theorems bound numerator and denominator separately.

In finite-temperature auxiliary-field Monte Carlo on a finite-dimensional space, with no constraint imposed on the sampled fields and with exp(B/n) reproduced exactly by the average over them, the primitive splitting therefore has the same time-step error as the symmetric one in the partition function and in these traces. `observable_witness` gives 2 × 2 matrices for which O commutes with A but not with B, and A and B do not commute, so the condition on O does not force a trivial case.

## Similarity makes the traces equal

Let a = exp(tA/2). Since exp(tA) = a a,

a S(t) = a a exp(tB) a = P(t) a.

Repeating this n times gives a S(t)ⁿ = P(t)ⁿ a, hence P(t)ⁿ = a S(t)ⁿ a⁻¹. As O commutes with A, it commutes with a, and cyclicity of the trace gives

tr(O P(t)ⁿ) = tr(a⁻¹ O a S(t)ⁿ) = tr(O S(t)ⁿ).

This is `trace_primitive_eq_symmetric`, valid for every real t. `SemiconjBy` expresses the relation aS = Pa, `pow_right` carries it to powers, and the `calc` block is the trace computation.

The matrices P(1/n)ⁿ and exp(A+B) themselves generally differ at order 1/n, a comparison that none of the theorems makes; the trace removes the effect of the similarity.

## The symmetric step is correct through second order

Let E(t) = exp(tX), so E′ = EX, and let c bound ‖E(t)X‖ for 0 ≤ t ≤ 1. The mean-value estimate `norm_le_of_deriv`, applied three times in `exp_expansion`, gives

‖E − 1‖ ≤ c t

‖E − 1 − tX‖ ≤ c‖X‖ t²

‖E − 1 − tX − t²X²/2‖ ≤ c‖X‖² t³,

because the derivative of each difference is the previous one times X.

`HasQuadraticExpansion` records such a cubic remainder on [0,1], and `HasQuadraticExpansion.mul` multiplies two expansions. For S(t) the linear coefficient is A + B, and the quadratic one is

A²/8 + B²/2 + A²/8 + AB/2 + A²/4 + BA/2 = (A+B)²/2.

In `symmetricStep_expansion`, `module` checks this collection of terms. The exponential exp(t(A+B)) has the same coefficients, so for some M

‖S(t) − exp(t(A+B))‖ ≤ M t³ for 0 ≤ t ≤ 1.

## From one step to n steps

Put X = S(1/n) and Y = exp((A+B)/n), so Yⁿ = exp(A+B). Both lie within D/n of the identity, for some D independent of n. From

Xᵏ⁺¹ − Yᵏ⁺¹ = Xᵏ(X − Y) + (Xᵏ − Yᵏ)Y

together with ‖Xᵏ‖ ≤ ‖1‖(1 + D/n)ᵏ and ‖ZY‖ ≤ ‖Z‖(1 + D/n) for every matrix Z, induction on k in `norm_pow_sub_pow_le` yields, at k = n,

‖Xⁿ − Yⁿ‖ ≤ n (M/n³) ‖1‖ (1 + D/n)ⁿ ≤ M‖1‖e^D / n².

This is `symmetric_norm_error`. Each diagonal entry of a matrix is bounded by a multiple of its norm, so |tr Z| ≤ τ‖Z‖ for some τ and every matrix Z. Taking Z = O(Xⁿ − Yⁿ) bounds the error of the symmetric trace by τ‖O‖M‖1‖e^D / n². The equality of traces transfers this bound to the primitive product, and O = 1 gives the partition function.
